# The Lyddane–Sachs–Teller relation for a permittivity of damped oscillators

If a crystal has the permittivity $\varepsilon(w)=e+\sum_{j=1}^n S_j/(t_j-w^2-ig_jw)$ at complex frequency $w$, with real parameters and with $e$ and all $t_j$ nonzero, then the product of its $2n$ longitudinal frequencies divided by the product of its $2n$ transverse frequencies is $\varepsilon(0)/e=1+\frac1e\sum_j S_j/t_j$. Here the transverse frequencies are the roots of the common denominator $\prod_j(t_j-w^2-ig_jw)$, and the longitudinal ones are the roots of the numerator of $\varepsilon$ over that denominator, both counted with multiplicity. The damping rates $g_j$ affect the individual frequencies but not this ratio.

```lean
import Mathlib

open Polynomial Filter Topology

namespace DampedLST

noncomputable section

variable {ι : Type*}

/-- The resonance denominator `t - w² - i g w` of one damped oscillator with squared
frequency `t` and damping rate `g`, as a polynomial in the complex frequency `w`. -/
def mode (t g : ℝ) : ℂ[X] := C (t : ℂ) - X ^ 2 - C (Complex.I * g) * X

/-- A resonance denominator is quadratic in the frequency, with leading coefficient `-1`. -/
theorem mode_degree (t g : ℝ) :
    (mode t g).natDegree = 2 ∧ (mode t g).leadingCoeff = -1 := by
  have h : mode t g = C (-1) * X ^ 2 + C (-(Complex.I * g)) * X + C (t : ℂ) := by
    simp only [mode, C_neg, C_1]
    ring
  have h1 : (-1 : ℂ) ≠ 0 := by norm_num
  rw [h]
  exact ⟨natDegree_quadratic h1, leadingCoeff_quadratic h1⟩

/-- A product of resonance denominators over a finite set `s` of oscillators has degree `2|s|`
and leading coefficient `(-1)^|s|`. -/
theorem prod_mode_degree (t g : ι → ℝ) (s : Finset ι) :
    (∏ j ∈ s, mode (t j) (g j)).natDegree = 2 * s.card ∧
      (∏ j ∈ s, mode (t j) (g j)).leadingCoeff = (-1) ^ s.card := by
  constructor
  · rw [natDegree_prod]
    · simp only [(mode_degree _ _).1, Finset.sum_const, smul_eq_mul]
      ring
    · intro j _ h0
      have h := (mode_degree (t j) (g j)).1
      rw [h0, natDegree_zero] at h
      omega
  · rw [leadingCoeff_prod]
    simp only [(mode_degree _ _).2, Finset.prod_const]

/-- For a complex polynomial of even degree, the value at zero is the leading coefficient
times the product of the roots, counted with multiplicity. -/
theorem eval_zero_eq_prod_roots (p : ℂ[X]) (h : Even p.natDegree) :
    p.eval 0 = p.leadingCoeff * p.roots.prod := by
  have hc : Multiset.card p.roots = p.natDegree :=
    splits_iff_card_roots.mp (IsAlgClosed.splits p)
  have key : ∀ s : Multiset ℂ, ((s.map fun a => X - C a).prod).eval 0
      = (-1) ^ (Multiset.card s) * s.prod := by
    intro s
    induction s using Multiset.induction_on with
    | empty => simp
    | cons a s ih =>
      rw [Multiset.map_cons, Multiset.prod_cons, eval_mul, ih, Multiset.card_cons,
        Multiset.prod_cons, pow_succ]
      simp only [eval_sub, eval_X, eval_C]
      ring
  have h1 := congrArg (eval 0) (C_leadingCoeff_mul_prod_multiset_X_sub_C hc)
  rw [eval_mul, eval_C, key, hc, h.neg_one_pow, one_mul] at h1
  exact h1.symm

variable [Fintype ι]

/-- The product of all resonance denominators; its roots are the transverse frequencies. -/
def transverse (t g : ι → ℝ) : ℂ[X] := ∏ j, mode (t j) (g j)

/-- The permittivity `e + ∑ S_j / (t_j - w² - i g_j w)` of a crystal with damped oscillators,
for frequencies `w` at which no resonance denominator vanishes. -/
def permittivity (e : ℝ) (S t g : ι → ℝ) (w : ℂ) : ℂ :=
  e + ∑ j, (S j : ℂ) / (mode (t j) (g j)).eval w

/-- The permittivity tends to `e` as the complex frequency goes to infinity. -/
theorem permittivity_tendsto (e : ℝ) (S t g : ι → ℝ) :
    Tendsto (fun w => permittivity e S t g w) (Bornology.cobounded ℂ) (𝓝 (e : ℂ)) := by
  have h : ∀ j, Tendsto (fun w : ℂ => (S j : ℂ) / (mode (t j) (g j)).eval w)
      (Bornology.cobounded ℂ) (𝓝 0) := by
    intro j
    have hd : 0 < (mode (t j) (g j)).degree :=
      natDegree_pos_iff_degree_pos.mp (by rw [(mode_degree _ _).1]; norm_num)
    have h1 : Tendsto (fun w : ℂ => ‖(mode (t j) (g j)).eval w‖)
        (Bornology.cobounded ℂ) atTop :=
      Polynomial.tendsto_norm_atTop _ hd tendsto_norm_cobounded_atTop
    have h2 := (tendsto_inv₀_cobounded.comp
      (tendsto_norm_atTop_iff_cobounded.mp h1)).const_mul (S j : ℂ)
    rw [mul_zero] at h2
    exact h2
  have h3 := (tendsto_finsetSum Finset.univ (fun j _ => h j)).const_add (e : ℂ)
  rw [Finset.sum_const_zero, add_zero] at h3
  exact h3

variable [DecidableEq ι]

/-- The numerator of the permittivity over the common denominator `transverse t g`;
its roots are the longitudinal frequencies. -/
def longitudinal (e : ℝ) (S t g : ι → ℝ) : ℂ[X] :=
  C (e : ℂ) * transverse t g +
    ∑ j, C (S j : ℂ) * ∏ k ∈ Finset.univ.erase j, mode (t k) (g k)

/-- Where no resonance denominator vanishes, the longitudinal polynomial is the permittivity
times the transverse polynomial. -/
theorem longitudinal_eval (e : ℝ) (S t g : ι → ℝ) (w : ℂ)
    (h : ∀ j, (mode (t j) (g j)).eval w ≠ 0) :
    (longitudinal e S t g).eval w = permittivity e S t g w * (transverse t g).eval w := by
  simp only [longitudinal, permittivity, transverse, eval_add, eval_mul, eval_C,
    Polynomial.eval_finsetSum, eval_prod]
  rw [add_mul, Finset.sum_mul]
  congr 1
  refine Finset.sum_congr rfl fun j _ => ?_
  have hP : (mode (t j) (g j)).eval w *
      ∏ k ∈ Finset.univ.erase j, (mode (t k) (g k)).eval w
      = ∏ k, (mode (t k) (g k)).eval w :=
    Finset.mul_prod_erase Finset.univ (fun k => (mode (t k) (g k)).eval w) (Finset.mem_univ j)
  rw [← hP, ← mul_assoc, div_mul_cancel₀ _ (h j)]

/-- For `e ≠ 0` and `n` oscillators the longitudinal polynomial has degree `2n` and
leading coefficient `e (-1)^n`. -/
theorem longitudinal_degree {e : ℝ} (S t g : ι → ℝ) (he : e ≠ 0) :
    (longitudinal e S t g).natDegree = 2 * Fintype.card ι ∧
      (longitudinal e S t g).leadingCoeff = e * (-1) ^ Fintype.card ι := by
  obtain ⟨hd, hl⟩ := prod_mode_degree t g Finset.univ
  rw [Finset.card_univ] at hd hl
  -- each oscillator term lacks one quadratic factor
  have hs : ∀ j, (C (S j : ℂ) * ∏ k ∈ Finset.univ.erase j, mode (t k) (g k)).natDegree
      < 2 * Fintype.card ι := by
    intro j
    refine (natDegree_C_mul_le _ _).trans_lt ?_
    rw [(prod_mode_degree t g _).1, Finset.card_erase_of_mem (Finset.mem_univ j),
      Finset.card_univ]
    have := Fintype.card_pos_iff.mpr ⟨j⟩
    omega
  have hle : (longitudinal e S t g).natDegree ≤ 2 * Fintype.card ι :=
    natDegree_add_le_of_degree_le ((natDegree_C_mul_le _ _).trans hd.le)
      (natDegree_sum_le_of_forall_le _ _ fun j _ => (hs j).le)
  have hc : (longitudinal e S t g).coeff (2 * Fintype.card ι)
      = e * (-1) ^ Fintype.card ι := by
    rw [longitudinal, coeff_add, coeff_C_mul, Polynomial.finsetSum_coeff,
      Finset.sum_eq_zero (fun j _ => coeff_eq_zero_of_natDegree_lt (hs j)), add_zero,
      transverse, ← hl, leadingCoeff, hd]
  have hn := le_antisymm hle (le_natDegree_of_ne_zero (by
    rw [hc]
    exact mul_ne_zero (Complex.ofReal_ne_zero.mpr he) (pow_ne_zero _ (by norm_num))))
  exact ⟨hn, by rw [leadingCoeff, hn, hc]⟩

/-- For `e ≠ 0` and `n` oscillators there are `2n` longitudinal and `2n` transverse complex
frequencies, counted with multiplicity. -/
theorem card_frequencies {e : ℝ} (S t g : ι → ℝ) (he : e ≠ 0) :
    Multiset.card (longitudinal e S t g).roots = 2 * Fintype.card ι ∧
      Multiset.card (transverse t g).roots = 2 * Fintype.card ι := by
  constructor
  · rw [splits_iff_card_roots.mp (IsAlgClosed.splits _), (longitudinal_degree S t g he).1]
  · rw [splits_iff_card_roots.mp (IsAlgClosed.splits _), transverse,
      (prod_mode_degree t g _).1, Finset.card_univ]

/-- **Damped Lyddane-Sachs-Teller relation.** If `e` and all `t_j` are nonzero, the product of
the longitudinal frequencies over that of the transverse ones is the static permittivity
divided by `e`. -/
theorem damped_lst {e : ℝ} (S t g : ι → ℝ) (he : e ≠ 0) (ht : ∀ j, t j ≠ 0) :
    (longitudinal e S t g).roots.prod / (transverse t g).roots.prod
      = permittivity e S t g 0 / e := by
  obtain ⟨hd, hl⟩ := longitudinal_degree S t g he
  obtain ⟨hd', hl'⟩ := prod_mode_degree t g Finset.univ
  have hq : ∀ j, (mode (t j) (g j)).eval 0 ≠ 0 := by
    intro j
    simpa [mode] using ht j
  have hN := eval_zero_eq_prod_roots (longitudinal e S t g) (by rw [hd]; exact even_two_mul _)
  have hT := eval_zero_eq_prod_roots (transverse t g)
    (by rw [transverse, hd']; exact even_two_mul _)
  have hT0 : (transverse t g).eval 0 ≠ 0 := by
    rw [transverse, eval_prod]
    exact Finset.prod_ne_zero_iff.mpr fun j _ => hq j
  have hlT : (transverse t g).leadingCoeff = (-1) ^ Fintype.card ι := by
    rw [transverse, hl', Finset.card_univ]
  rw [hlT] at hT
  have hR : (transverse t g).roots.prod ≠ 0 := by
    intro h0
    exact hT0 (by rw [hT, h0, mul_zero])
  -- compare the two polynomials at zero frequency
  rw [longitudinal_eval e S t g 0 hq, hl, hT] at hN
  have hsign : ((-1 : ℂ) ^ Fintype.card ι) ≠ 0 := pow_ne_zero _ (by norm_num)
  rw [div_eq_div_iff hR (Complex.ofReal_ne_zero.mpr he)]
  apply mul_left_cancel₀ hsign
  linear_combination -hN

/-- If `e` and all `t_j` are nonzero, the ratio of frequency products equals
`1 + (1/e) ∑ S_j / t_j`, whatever the damping rates. -/
theorem damped_lst_explicit {e : ℝ} (S t g : ι → ℝ) (he : e ≠ 0) (ht : ∀ j, t j ≠ 0) :
    (longitudinal e S t g).roots.prod / (transverse t g).roots.prod
      = 1 + (1 / (e : ℂ)) * ∑ j, (S j : ℂ) / (t j : ℂ) := by
  have hm : ∀ j, (mode (t j) (g j)).eval 0 = (t j : ℂ) := by
    intro j
    simp [mode]
  rw [damped_lst S t g he ht, permittivity]
  simp only [hm]
  rw [add_div, div_self (Complex.ofReal_ne_zero.mpr he)]
  ring

end

end DampedLST
```

```lean
#print axioms DampedLST.permittivity_tendsto
#print axioms DampedLST.card_frequencies
#print axioms DampedLST.damped_lst
#print axioms DampedLST.damped_lst_explicit
```

```
'DampedLST.permittivity_tendsto' depends on axioms: [propext, Classical.choice, Quot.sound]
'DampedLST.card_frequencies' depends on axioms: [propext, Classical.choice, Quot.sound]
'DampedLST.damped_lst' depends on axioms: [propext, Classical.choice, Quot.sound]
'DampedLST.damped_lst_explicit' depends on axioms: [propext, Classical.choice, Quot.sound]
```

## Poles and zeros of the lattice response

In a polar crystal, some long-wavelength lattice vibrations carry an electric dipole and respond to an infrared field. With retardation neglected, the transverse vibrations sit at the poles of the permittivity. A longitudinal vibration has an electric field but no displacement field, so it needs $\varepsilon(w)=0$. The Lyddane–Sachs–Teller relation connects these two sets of frequencies to the static permittivity.

Friction makes the frequencies complex. With time dependence $\exp(-iw\tau)$, where $\tau$ is the time, an oscillator with squared frequency $t_j$ and damping rate $g_j$ responds to a driving field in proportion to $1/q_j(w)$, where

$$q_j(w)=t_j-w^2-ig_jw .$$

The strength $S_j$ measures its coupling to the field and has the dimension of a squared frequency; some textbooks write $S_j t_j$ for the same quantity. The constant $e$, usually written $\varepsilon_\infty$, stands for the electronic response, taken as independent of frequency in the infrared. The letter $t_j$ is the usual $\omega_{\mathrm{TO},j}^2$, which is positive when the oscillator has a restoring force. The condition $t_j\neq0$ excludes a free carrier, for which $t_j=0$.

## Comparing two polynomials at zero frequency

Put the permittivity over the common denominator $P=\prod_j q_j$. Its numerator is

$$N=e\,P+\sum_j S_j\prod_{k\neq j}q_k ,$$

and $N(w)=\varepsilon(w)P(w)$ wherever no $q_j(w)$ vanishes.

Each $q_j$ begins with $-w^2$, so $P$ has degree $2n$ and leading coefficient $(-1)^n$. Every term of the sum in $N$ lacks one quadratic factor and has degree at most $2n-2$. Therefore $N$ also has degree $2n$, with leading coefficient $e(-1)^n$.

Let $a_1,\dots,a_{2n}$ be the roots of $P$ and $b_1,\dots,b_{2n}$ those of $N$, repeated according to multiplicity. Then

$$P(w)=(-1)^n\prod_m(w-a_m),\qquad N(w)=e(-1)^n\prod_m(w-b_m).$$

At $w=0$ each product contributes $2n$ minus signs, which cancel:

$$P(0)=(-1)^n\prod_m a_m,\qquad N(0)=e(-1)^n\prod_m b_m .$$

Since $P(0)=\prod_j t_j\neq0$, no $a_m$ is zero and we may divide:

$$\frac{\prod_m b_m}{\prod_m a_m}=\frac{N(0)}{e\,P(0)}=\frac{\varepsilon(0)}{e}=1+\frac1e\sum_j\frac{S_j}{t_j}.$$

The damping terms vanish at $w=0$ and do not enter the leading coefficients, so no $g_j$ survives.

## What the Lean statements say

The oscillators are labelled by a finite type `ι`, and $n$ is `Fintype.card ι`. The parameters are real numbers or real-valued functions on `ι`, converted to complex numbers where needed. The polynomial $q_j$ is `mode (t j) (g j)`, $P$ is `transverse t g`, and $N$ is `longitudinal e S t g`. The last two names refer to polynomials; the frequencies are their `roots`, a multiset in which a repeated root is repeated.

The theorem `damped_lst` gives the ratio as `permittivity e S t g 0 / e`, and `damped_lst_explicit` writes it out in terms of the parameters. Both assume only `he : e ≠ 0` and `ht : ∀ j, t j ≠ 0`. The strengths and damping rates may have any sign or be zero, so the physical case of positive parameters and the undamped crystal are both included. If $N$ and $P$ share a root, as happens when some $S_j=0$, that root appears in both products and cancels, although it need not be a zero or a pole of $\varepsilon$.

Two further theorems support the physical reading. `card_frequencies` confirms that there are $2n$ roots of each kind, and `permittivity_tendsto` shows that $\varepsilon(w)\to e$ as $|w|\to\infty$ in any direction of the complex plane. In a real crystal this limit means frequencies far above the lattice vibrations but below the electronic transitions.

The form of the permittivity is assumed and not derived from equations of motion for the ions. The step left to physics is to justify that the crystal's response along one axis is this finite sum with constant damping rates; anharmonic crystals generally have damping that depends on frequency. Within that model, the relation connects complex zone-centre phonon frequencies, fitted to an infrared spectrum or calculated with linewidths, to the ratio of static to high-frequency permittivity.

## From degrees and roots to the ratio

`mode_degree` rewrites $q_j$ as a standard quadratic and reads off its degree and leading coefficient. `prod_mode_degree` extends this to a product over any finite set of oscillators. That generality is needed in `longitudinal_degree`, where the products omit one oscillator: `hs` bounds the degree of each such term, and `hc` finds that the coefficient of $w^{2n}$ in $N$ is $e(-1)^n$. Because this is nonzero, the degree is exactly $2n$.

`eval_zero_eq_prod_roots` is the step that sets $w=0$ in the factorised polynomial. Algebraic closure of the complex numbers supplies as many roots as the degree. An induction over the multiset of roots, named `key`, collects one minus sign per root, and the assumption of even degree removes the total sign.

`longitudinal_eval` proves $N(w)=\varepsilon(w)P(w)$ by restoring the missing factor $q_j(w)$ in each term and cancelling it against the denominator. The limit in `permittivity_tendsto` follows because $|q_j(w)|$ grows without bound, so each term of the finite sum tends to zero.

In `damped_lst`, `hN` and `hT` express $N(0)$ and $P(0)$ through the roots, while `hR` shows that the product of transverse roots is nonzero. Substituting $N(0)=\varepsilon(0)P(0)$, clearing denominators with `div_eq_div_iff` and cancelling $(-1)^n$ leaves an identity that `linear_combination` closes. `damped_lst_explicit` then inserts $q_j(0)=t_j$.

## One oscillator, and frequencies other than zero

For a single oscillator, dropping the index,

$$N(w)=-e\left(w^2+igw-t-\frac Se\right).$$

The two longitudinal roots have product $-(t+S/e)$ and the two transverse roots have product $-t$, so the ratio is $1+S/(et)$. If $g=0$ and both $t$ and $t+S/e$ are positive, the roots are $\pm\omega_L$ and $\pm\omega_T$, and the result becomes the familiar $\omega_L^2/\omega_T^2=\varepsilon(0)/e$.

The same factorisation can be evaluated at any $w_0$ where $P(w_0)\neq0$:

$$\frac{\varepsilon(w_0)}{e}=\prod_{m=1}^{2n}\frac{w_0-b_m}{w_0-a_m}.$$

The longitudinal and transverse frequencies therefore fix the permittivity up to the constant factor $e$; the Lean code treats only the case $w_0=0$.
